# Luz–Meiboom exchange broadening increases strictly with pulse spacing

For two populated sites with different shifts in fast exchange, the Luz–Meiboom formula gives an exchange contribution to transverse relaxation that falls strictly as refocusing pulses are brought closer together, and vanishes in the limit of rapid pulsing. Let \(p\) and \(1-p\) be the populations, with \(0<p<1\), \(\delta\neq0\) the shift difference as an angular frequency, \(k>0\) the exchange rate (the sum of the forward and backward rate constants), and \(T>0\) the time between successive \(180^\circ\) pulses. The contribution is

\[
R(T)=\frac{p(1-p)\delta^2}{k}\,f\!\left(\frac{kT}{2}\right),\qquad f(x)=1-\frac{\tanh x}{x}.
\]

It increases strictly with \(T\), satisfies \(0<R(T)<p(1-p)\delta^2kT^2/12\), and tends to \(0\) as \(T\to0^+\) and to \(p(1-p)\delta^2/k\) as \(T\to\infty\).

```lean
import Mathlib

open Filter Topology

namespace LuzMeiboom

noncomputable section
```

## The formula and the coherence lag

The function \(f\) is `dispersion`. Lean sets division by zero to zero, so `dispersion 0` is \(1\) and not the limiting value \(0\); the theorems therefore concern positive arguments and one-sided limits.

```lean
/-- The dispersion function `1 - tanh x / x`, for `x ≠ 0`. -/
def dispersion (x : ℝ) : ℝ := 1 - Real.tanh x / x
```

The rate \(R(T)\) is `exchangeContribution p δ k T`. All its arguments are real numbers, to be read in consistent units. Intrinsic relaxation is left out; if its rate is the same at both sites, it simply adds to \(R\).

```lean
/-- The Luz-Meiboom exchange contribution to transverse relaxation, for populations `p` and
`1 - p`, shift difference `δ`, exchange rate `k ≠ 0` and pulse spacing `T ≠ 0`. -/
def exchangeContribution (p δ k T : ℝ) : ℝ :=
  p * (1 - p) * δ ^ 2 / k * dispersion (k * T / 2)
```

The formula comes from the exchange equations for the transverse magnetisations \(m_A\) and \(m_B\). In the frame rotating at the population-weighted mean frequency, put \(M=m_A+m_B\) and \(D=(1-p)m_A-p\,m_B\). Then

\[
M'=i\delta D,\qquad D'=i\delta\big((1-p)^2m_A+p^2m_B\big)-kD .
\]

In fast exchange, \(k\gg|\delta|\), the magnetisations stay close to \(m_A=pM\) and \(m_B=(1-p)M\), and \(M\) changes slowly. Writing \(D=i\delta p(1-p)M\,u\) gives, to leading order,

\[
u'=1-ku,\qquad M'=-p(1-p)\delta^2\,u\,M .
\]

The scaled lag \(u\) thus sets the instantaneous decay rate. An ideal, instantaneous \(180^\circ\) pulse conjugates the magnetisations, which reverses the sign of \(u\). In the periodic steady state, the value just after one pulse is minus the value just before the next: \(u(0)=-u(T)\). This reduction is the physical case for the lag equation, which the Lean development takes as its starting point.

An explicit steady lag is

\[
u(t)=\frac1k\left(1-\frac{2e^{-kt}}{1+e^{-kT}}\right).
\]

```lean
/-- An explicit coherence lag at time `t` after a pulse, for exchange rate `k ≠ 0` and
pulse spacing `T`. -/
def steadyLag (k T t : ℝ) : ℝ :=
  (1 - 2 / (1 + Real.exp (-k * T)) * Real.exp (-k * t)) / k
```

## Bounds on the dispersion function

Since \(\tanh=\sinh/\cosh\), the quotient rule gives

\[
\tanh'x=\frac{\cosh^2x-\sinh^2x}{\cosh^2x}=1-\tanh^2x .
\]

```lean
/-- The slope of the hyperbolic tangent is `1 - tanh² x`. -/
theorem hasDerivAt_tanh (x : ℝ) : HasDerivAt Real.tanh (1 - Real.tanh x ^ 2) x := by
  have hc : Real.cosh x ≠ 0 := (Real.cosh_pos x).ne'
  have h : HasDerivAt (Real.sinh / Real.cosh)
      ((Real.cosh x * Real.cosh x - Real.sinh x * Real.sinh x) / Real.cosh x ^ 2) x :=
    (Real.hasDerivAt_sinh x).div (Real.hasDerivAt_cosh x) hc
  have e : Real.tanh = Real.sinh / Real.cosh := by
    funext y
    exact Real.tanh_eq_sinh_div_cosh y
  rw [← e] at h
  refine h.congr_deriv ?_
  rw [Real.tanh_eq_sinh_div_cosh, div_pow, eq_sub_iff_add_eq, ← add_div,
    div_eq_one_iff_eq (pow_ne_zero 2 hc)]
  ring
```

The inequalities rest on one comparison principle. If \(h\) is differentiable on the real line, \(h(0)=0\) and \(h'(x)>0\) for every \(x>0\), then \(h\) is strictly increasing on \([0,\infty)\), so \(h(x)>h(0)=0\) for \(x>0\).

```lean
/-- A differentiable function that vanishes at the origin and has positive slope at every
positive argument is positive at every positive argument. -/
theorem pos_of_slope_pos {h h' : ℝ → ℝ} (h0 : h 0 = 0) (hd : ∀ x, HasDerivAt h (h' x) x)
    (hp : ∀ x, 0 < x → 0 < h' x) {x : ℝ} (hx : 0 < x) : 0 < h x := by
  have hm : StrictMonoOn h (Set.Ici 0) := by
    refine strictMonoOn_of_deriv_pos (convex_Ici 0)
      (fun y _ => (hd y).continuousAt.continuousWithinAt) (fun y hy => ?_)
    rw [interior_Ici] at hy
    rw [(hd y).deriv]
    exact hp y hy
  have h1 := hm (Set.mem_Ici.2 le_rfl) (Set.mem_Ici.2 hx.le) hx
  rwa [h0] at h1
```

Apply it first to \(x-\tanh x\), whose slope \(\tanh^2x\) is positive for \(x>0\). Hence \(0<\tanh x<x\). Apply it next to \(\tanh x-x+x^3/3\), whose slope is

\[
(1-\tanh^2x)-1+x^2=x^2-\tanh^2x>0
\]

by the first result. Dividing both inequalities by \(x\) gives

\[
1-\frac{x^2}{3}<\frac{\tanh x}{x}<1,
\qquad\text{that is,}\qquad 0<f(x)<\frac{x^2}{3}.
\]

In the proof, `h1` and `h2` are these two comparisons.

```lean
/-- For `x > 0` the dispersion function lies strictly between `0` and `x² / 3`. -/
theorem dispersion_bounds {x : ℝ} (hx : 0 < x) :
    0 < dispersion x ∧ dispersion x < x ^ 2 / 3 := by
  have tpos : ∀ y : ℝ, 0 < y → 0 < Real.tanh y := fun y hy => by
    rw [Real.tanh_eq_sinh_div_cosh]
    exact div_pos (Real.sinh_pos_iff.2 hy) (Real.cosh_pos y)
  -- first comparison: tanh y < y
  have h1 : ∀ y : ℝ, 0 < y → 0 < y - Real.tanh y := fun y hy =>
    pos_of_slope_pos (h := fun y => y - Real.tanh y) (h' := fun y => Real.tanh y ^ 2)
      (by simp)
      (fun y => ((hasDerivAt_id' y).fun_sub (hasDerivAt_tanh y)).congr_deriv (by ring))
      (fun y hy => pow_pos (tpos y hy) 2) hy
  -- second comparison: y - y³/3 < tanh y, whose slope condition is the first one
  have h2 : 0 < Real.tanh x - x + x * x * x / 3 :=
    pos_of_slope_pos (h := fun y => Real.tanh y - y + y * y * y / 3)
      (h' := fun y => y ^ 2 - Real.tanh y ^ 2) (by simp)
      (fun y => (((hasDerivAt_tanh y).fun_sub (hasDerivAt_id' y)).fun_add
        ((((hasDerivAt_id' y).fun_mul (hasDerivAt_id' y)).fun_mul
          (hasDerivAt_id' y)).div_const 3)).congr_deriv (by ring))
      (fun y hy => by nlinarith [h1 y hy, tpos y hy]) hx
  unfold dispersion
  constructor
  · rw [sub_pos, div_lt_one hx]
    linarith [h1 x hx]
  · have h3 : 1 - x ^ 2 / 3 < Real.tanh x / x := by
      rw [lt_div_iff₀ hx]
      linarith
    linarith
```

## Monotonicity and the plateau

Differentiating \(f\) gives

\[
f'(x)=\frac{\tanh x-x(1-\tanh^2x)}{x^2}.
\]

Multiplying the numerator by \(\cosh^2x>0\) turns it into \(\sinh x\cosh x-x\). For \(x>0\) we have \(\sinh x>x\) and \(\cosh x\ge1\), so this is positive, and \(f\) increases strictly. The identity `e` records the multiplication, and the final `nlinarith` combines the two hyperbolic inequalities. The statement `StrictMonoOn dispersion (Set.Ioi 0)` says that \(0<a<b\) implies \(f(a)<f(b)\).

```lean
/-- The dispersion function is strictly increasing on `x > 0`. -/
theorem dispersion_strictMonoOn : StrictMonoOn dispersion (Set.Ioi 0) := by
  have hd : ∀ y : ℝ, 0 < y → HasDerivAt dispersion
      ((Real.tanh y - y * (1 - Real.tanh y ^ 2)) / y ^ 2) y := fun y hy => by
    have h := ((hasDerivAt_tanh y).fun_div (hasDerivAt_id' y) hy.ne').const_sub 1
    exact h.congr_deriv (by ring)
  refine strictMonoOn_of_deriv_pos (convex_Ioi 0)
    (fun y hy => (hd y hy).continuousAt.continuousWithinAt) (fun y hy => ?_)
  rw [interior_Ioi] at hy
  have hy' : 0 < y := hy
  rw [(hd y hy').deriv]
  refine div_pos ?_ (pow_pos hy' 2)
  have ht : Real.tanh y * Real.cosh y = Real.sinh y := by
    rw [Real.tanh_eq_sinh_div_cosh, div_mul_cancel₀ _ (Real.cosh_pos y).ne']
  -- the numerator has the sign of sinh y cosh y - y
  have e : (Real.tanh y - y * (1 - Real.tanh y ^ 2)) * Real.cosh y ^ 2
      = Real.sinh y * Real.cosh y - y := by
    linear_combination (Real.cosh y + y * (Real.tanh y * Real.cosh y + Real.sinh y)) * ht
      - y * Real.cosh_sq y
  have hs : y < Real.sinh y := Real.self_lt_sinh_iff.2 hy'
  refine (mul_pos_iff_of_pos_right (pow_pos (Real.cosh_pos y) 2)).1 ?_
  rw [e]
  nlinarith [mul_nonneg (hy'.trans hs).le (sub_nonneg.2 (Real.one_le_cosh y))]
```

For \(x>0\), \(0<\tanh x<1\) gives

\[
1-\frac1x\le f(x)\le1 .
\]

Both outer expressions tend to \(1\) as \(x\to\infty\), so \(f\) does too. In Lean, `atTop` denotes the approach to infinity.

```lean
/-- The dispersion function tends to `1` at large argument. -/
theorem dispersion_tendsto_one : Tendsto dispersion atTop (𝓝 1) := by
  have hl : Tendsto (fun x : ℝ => 1 - x⁻¹) atTop (𝓝 1) := by
    have h : Tendsto (fun x : ℝ => x⁻¹) atTop (𝓝 0) := tendsto_inv_atTop_zero
    simpa using h.const_sub 1
  refine tendsto_of_tendsto_of_tendsto_of_le_of_le' hl tendsto_const_nhds ?_ ?_
  · filter_upwards [eventually_gt_atTop 0] with x hx
    have h1 : Real.tanh x ≤ 1 := by
      rw [Real.tanh_eq_sinh_div_cosh, div_le_one (Real.cosh_pos x)]
      exact (Real.sinh_lt_cosh x).le
    have h2 : Real.tanh x / x ≤ x⁻¹ := by
      rw [← one_div]
      gcongr
    unfold dispersion
    linarith
  · filter_upwards [eventually_gt_atTop 0] with x hx
    have h1 : 0 ≤ Real.tanh x / x := by
      rw [Real.tanh_eq_sinh_div_cosh]
      exact div_nonneg (div_nonneg (Real.sinh_pos_iff.2 hx).le (Real.cosh_pos x).le) hx.le
    unfold dispersion
    linarith
```

## The rate as an average lag

Let \(u\) be any solution of the lag equation with \(u(0)=-u(T)\). The integrating factor \(e^{kt}\) gives

\[
\frac{d}{dt}\Big[(ku-1)e^{kt}\Big]=\big(k(1-ku)+k(ku-1)\big)e^{kt}=0 .
\]

Equating the values at \(t=T\) and \(t=0\),

\[
(ku(T)-1)e^{kT}=ku(0)-1=-ku(T)-1,
\]

so

\[
ku(T)=\frac{e^{kT}-1}{e^{kT}+1}=\tanh\frac{kT}{2}.
\]

Integrating \(u'=1-ku\) over the interval gives \(2u(T)=T-k\int_0^Tu\,dt\). Therefore

\[
\frac1T\int_0^Tu\,dt=\frac1k\left(1-\frac{2u(T)}{T}\right)
=\frac1k\left(1-\frac{\tanh(kT/2)}{kT/2}\right)=\frac1k f\!\left(\frac{kT}{2}\right).
\]

Multiplication by \(p(1-p)\delta^2\) gives \(R(T)\). In the proof, `hend` is the value of \(ku(T)\) and `hJ` is the integral. The hypothesis `hu` requires a derivative at both endpoints, so the Lean function `u` is a smooth continuation of the lag within one interval; the jump at the pulse enters only through `hflip`.

The reversal condition matters. The constant \(u=1/k\) also solves the lag equation, but it is not reversed. Its average is \(1/k\), which would give \(p(1-p)\delta^2/k\) at every pulse spacing and no dispersion at all.

```lean
/-- Let the coherence lag `u` obey `u' = 1 - k u` between pulses a time `T > 0` apart, with
`k > 0`, and be reversed by each pulse, `u 0 = -u T`. Then the Luz-Meiboom contribution is
`p (1 - p) δ²` times the average lag over one interval. -/
theorem exchangeContribution_eq_average (p δ : ℝ) {k T : ℝ} {u : ℝ → ℝ} (hk : 0 < k)
    (hT : 0 < T) (hu : ∀ t ∈ Set.Icc 0 T, HasDerivAt u (1 - k * u t) t)
    (hflip : u 0 = -u T) :
    exchangeContribution p δ k T = p * (1 - p) * δ ^ 2 * ((∫ t in (0 : ℝ)..T, u t) / T) := by
  rw [← Set.uIcc_of_le hT.le] at hu
  have hc : ContinuousOn u (Set.uIcc 0 T) :=
    fun t ht => (hu t ht).continuousAt.continuousWithinAt
  -- the integrating factor exp (k t) fixes the lag just before a pulse
  have hg : ∀ t ∈ Set.uIcc 0 T,
      HasDerivAt (fun s => (k * u s - 1) * Real.exp (k * s)) 0 t := fun t ht => by
    have h1 := ((hu t ht).const_mul k).sub_const 1
    have h2 : HasDerivAt (fun s => Real.exp (k * s)) (Real.exp (k * t) * (k * 1)) t :=
      ((hasDerivAt_id' t).const_mul k).exp
    exact (h1.fun_mul h2).congr_deriv (by ring)
  have h0 := intervalIntegral.integral_eq_sub_of_hasDerivAt hg
    (continuous_const.intervalIntegrable 0 T)
  simp only [intervalIntegral.integral_zero, mul_zero, Real.exp_zero, hflip] at h0
  have hE : Real.exp (k * T) = Real.exp (k * T / 2) * Real.exp (k * T / 2) := by
    rw [← Real.exp_add]
    congr 1
    ring
  have hab : Real.exp (k * T / 2) * Real.exp (-(k * T / 2)) = 1 := by
    rw [← Real.exp_add, add_neg_cancel, Real.exp_zero]
  rw [hE] at h0
  have hend : k * u T = Real.tanh (k * T / 2) := by
    rw [Real.tanh_eq_sinh_div_cosh, eq_div_iff (Real.cosh_pos _).ne', Real.cosh_eq,
      Real.sinh_eq]
    linear_combination (-(Real.exp (-(k * T / 2)) / 2)) * h0
      - (k * u T - 1) * Real.exp (k * T / 2) / 2 * hab
  -- integrating the lag equation itself gives the average
  have hI := intervalIntegral.integral_eq_sub_of_hasDerivAt hu
    (continuousOn_const.sub (continuousOn_const.mul hc)).intervalIntegrable
  have i1 : IntervalIntegrable (fun _ : ℝ => (1 : ℝ)) MeasureTheory.volume 0 T :=
    continuous_const.intervalIntegrable 0 T
  have i2 : IntervalIntegrable (fun t => k * u t) MeasureTheory.volume 0 T :=
    (continuousOn_const.mul hc).intervalIntegrable
  rw [intervalIntegral.integral_sub i1 i2, intervalIntegral.integral_const_mul,
    intervalIntegral.integral_const, smul_eq_mul, hflip] at hI
  have hJ : (∫ t in (0 : ℝ)..T, u t) = (T - 2 * u T) / k := by
    rw [eq_div_iff hk.ne']
    linarith
  have e : k * u T / (k * T / 2) = 2 * u T / T := by
    rw [div_eq_div_iff (by positivity) hT.ne']
    ring
  have hTT : T / T = 1 := div_self hT.ne'
  unfold exchangeContribution dispersion
  rw [← hend, e, hJ]
  linear_combination (-(p * (1 - p) * δ ^ 2 / k)) * hTT
```

The explicit lag shows that the conditions can be met. Its derivative is \(2e^{-kt}/(1+e^{-kT})=1-ku(t)\), and

\[
u(0)+u(T)=\frac1k\left(2-\frac{2(1+e^{-kT})}{1+e^{-kT}}\right)=0 .
\]

```lean
/-- For `k ≠ 0` the explicit lag `steadyLag` obeys `u' = 1 - k u` and is reversed by each
pulse. -/
theorem steadyLag_witness {k : ℝ} (hk : k ≠ 0) (T : ℝ) :
    (∀ t, HasDerivAt (steadyLag k T) (1 - k * steadyLag k T t) t) ∧
      steadyLag k T 0 = -steadyLag k T T := by
  constructor
  · intro t
    have h : HasDerivAt (fun s => Real.exp (-k * s)) (Real.exp (-k * t) * (-k * 1)) t :=
      ((hasDerivAt_id' t).const_mul (-k)).exp
    have h2 := ((h.const_mul (2 / (1 + Real.exp (-k * T)))).const_sub 1).div_const k
    refine h2.congr_deriv ?_
    have hkk : k / k = 1 := div_self hk
    simp only [steadyLag]
    linear_combination hkk
  · have h : (1 + Real.exp (-k * T)) * (1 + Real.exp (-k * T))⁻¹ = 1 :=
      mul_inv_cancel₀ (by positivity)
    simp only [steadyLag, mul_zero, Real.exp_zero]
    linear_combination (-(2 / k)) * h
```

## From the dispersion function to the exchange contribution

Put \(C=p(1-p)\delta^2/k\), which is positive because both sites are populated and their shifts differ. Then \(R(T)=Cf(kT/2)\), and \(kT/2\) increases with \(T\), so \(R\) increases strictly. The bounds on \(f\) give

\[
0<R(T)<\frac C3\left(\frac{kT}{2}\right)^2=\frac{p(1-p)\delta^2kT^2}{12}.
\]

The upper bound tends to \(0\) with \(T\) and takes \(R\) with it. As \(T\to\infty\), so does \(kT/2\), and \(R(T)\to C\).

The theorem states these facts as four joined claims: monotonicity, the two bounds, and the limits at `𝓝[>] 0` (zero approached from above) and `atTop`. It holds for every \(k>0\) as a statement about the formula, but the derivation above assumes fast exchange, and outside that regime the formula can fail to describe the spins. For two sites in fast exchange, with equal intrinsic relaxation rates, without spin-spin coupling and with ideal pulses, a simulated Carr–Purcell–Meiboom–Gill (CPMG) dispersion curve, with each rate taken from the steady decay that follows the first few echoes of a long pulse train, should accordingly rise with pulse spacing towards \(C\) once intrinsic relaxation is subtracted, up to corrections of higher order in \(\delta/k\).

```lean
/-- For two populated sites with distinct shifts and exchange rate `k > 0`, the Luz-Meiboom
contribution strictly increases with the pulse spacing `T > 0` and lies strictly between `0` and
`p (1 - p) δ² k T² / 12`. It tends to `0` for rapid pulsing and to `p (1 - p) δ² / k` for
widely spaced pulses. -/
theorem refocusing_quenches_exchange {p δ k : ℝ} (hp0 : 0 < p) (hp1 : p < 1) (hδ : δ ≠ 0)
    (hk : 0 < k) :
    StrictMonoOn (exchangeContribution p δ k) (Set.Ioi 0) ∧
    (∀ T, 0 < T → 0 < exchangeContribution p δ k T ∧
      exchangeContribution p δ k T < p * (1 - p) * δ ^ 2 * k * T ^ 2 / 12) ∧
    Tendsto (exchangeContribution p δ k) (𝓝[>] 0) (𝓝 0) ∧
    Tendsto (exchangeContribution p δ k) atTop (𝓝 (p * (1 - p) * δ ^ 2 / k)) := by
  have hC : 0 < p * (1 - p) * δ ^ 2 / k :=
    div_pos (mul_pos (mul_pos hp0 (sub_pos.2 hp1)) (by positivity)) hk
  have hx : ∀ T : ℝ, 0 < T → 0 < k * T / 2 := fun T hT => by positivity
  have hb : ∀ T, 0 < T → 0 < exchangeContribution p δ k T ∧
      exchangeContribution p δ k T < p * (1 - p) * δ ^ 2 * k * T ^ 2 / 12 := fun T hT => by
    obtain ⟨h1, h2⟩ := dispersion_bounds (hx T hT)
    refine ⟨mul_pos hC h1, ?_⟩
    have hkk : k / k = 1 := div_self hk.ne'
    calc exchangeContribution p δ k T
        < p * (1 - p) * δ ^ 2 / k * ((k * T / 2) ^ 2 / 3) := mul_lt_mul_of_pos_left h2 hC
      _ = p * (1 - p) * δ ^ 2 * k * T ^ 2 / 12 := by
        linear_combination (p * (1 - p) * δ ^ 2 * k * T ^ 2 / 12) * hkk
  refine ⟨fun a ha b hb' hab => ?_, hb, ?_, ?_⟩
  · have h : k * a / 2 < k * b / 2 := by gcongr
    exact mul_lt_mul_of_pos_left (dispersion_strictMonoOn (hx a ha) (hx b hb') h) hC
  · -- rapid pulsing: squeeze with the quadratic bound
    have hcont : Continuous (fun T : ℝ => p * (1 - p) * δ ^ 2 * k * T ^ 2 / 12) := by
      fun_prop
    have hup : Tendsto (fun T : ℝ => p * (1 - p) * δ ^ 2 * k * T ^ 2 / 12)
        (𝓝[>] 0) (𝓝 0) := by
      have h := (hcont.tendsto 0).mono_left (nhdsWithin_le_nhds (s := Set.Ioi 0))
      simpa using h
    refine tendsto_of_tendsto_of_tendsto_of_le_of_le' tendsto_const_nhds hup ?_ ?_
    · filter_upwards [self_mem_nhdsWithin] with T hT
      exact (hb T hT).1.le
    · filter_upwards [self_mem_nhdsWithin] with T hT
      exact (hb T hT).2.le
  · have htop : Tendsto (fun T : ℝ => k * T / 2) atTop atTop :=
      (tendsto_id.const_mul_atTop hk).atTop_div_const two_pos
    have h := (dispersion_tendsto_one.comp htop).const_mul (p * (1 - p) * δ ^ 2 / k)
    rw [mul_one] at h
    exact h

end

end LuzMeiboom
```

```lean
#print axioms LuzMeiboom.exchangeContribution_eq_average
-- 'LuzMeiboom.exchangeContribution_eq_average' depends on axioms: [propext, Classical.choice, Quot.sound]
#print axioms LuzMeiboom.refocusing_quenches_exchange
-- 'LuzMeiboom.refocusing_quenches_exchange' depends on axioms: [propext, Classical.choice, Quot.sound]
```

## Two pulse spacings in numbers

Take \(p=1/2\), \(\delta=200\ \mathrm{s^{-1}}\) and \(k=2000\ \mathrm{s^{-1}}\). The plateau is \(C=0.25\times40000/2000=5\ \mathrm{s^{-1}}\).

For \(T=1\ \mathrm{ms}\), \(kT/2=1\) and \(\tanh1\approx0.762\), so \(R\approx5\times0.238=1.19\ \mathrm{s^{-1}}\), below the quadratic bound of \(5/3\approx1.67\ \mathrm{s^{-1}}\). For \(T=2\ \mathrm{ms}\), \(kT/2=2\) and \(\tanh2\approx0.964\), so \(R\approx5\times0.518=2.59\ \mathrm{s^{-1}}\). Halving the spacing from \(2\) to \(1\ \mathrm{ms}\) thus removes a little over half of the exchange broadening.
